# The Pauli bound 0 ≤ γ ≤ 1 for pure states of finitely many fermion modes

In a Slater determinant built from an orthonormal set of spin orbitals, each orbital of the set is either full or empty. Once electrons are correlated, the state is a superposition of determinants and the mean occupations become fractional. Each of them still lies between 0 and 1, but this says little about superpositions of the orbitals. The 2 × 2 matrix with diagonal entries 1/2 and off-diagonal entries 1 is Hermitian and has the eigenvalues 3/2 and −1/2, and as a table of occupations it would put one and a half electrons into a single orbital. Can a state vector produce such a matrix?

It cannot. Let finitely many matrices a_p act on a finite-dimensional state space and satisfy

a_p a_q^H + a_q^H a_p = δ_pq,

where ^H is the conjugate transpose, and the right side is the identity for p = q and zero otherwise. Let ψ be a unit vector and define the one-particle density matrix

γ_pq = ⟨ψ, a_q^H a_p ψ⟩.

Then γ is Hermitian, and both γ and 1 − γ are positive semidefinite. The vector ψ may mix different particle numbers. In electronic-structure work with a finite orthonormal set of spin orbitals, the eigenvalues of γ are the natural occupation numbers, and for a pure state they must therefore lie in [0, 1].

## Occupations of particles and holes as squared norms

The inner product ⟨u, v⟩ = Σ_i conj(u_i) v_i is conjugate-linear in its first argument. Hermiticity follows by conjugating an expectation value:

conj(γ_qp) = conj⟨ψ, a_p^H a_q ψ⟩ = ⟨ψ, (a_p^H a_q)^H ψ⟩ = ⟨ψ, a_q^H a_p ψ⟩ = γ_pq.

For the bounds, take an orbital with coefficients x_p and define its annihilator

b(x) = Σ_p conj(x_p) a_p, so that b(x)^H = Σ_q x_q a_q^H.

Multiplying the two sums gives

b(x)^H b(x) = Σ_p Σ_q conj(x_p) x_q a_q^H a_p.

The expectation value of the right side in ψ is Σ_p Σ_q conj(x_p) γ_pq x_q, while that of the left side is ⟨b(x)ψ, b(x)ψ⟩. Hence

⟨x, γx⟩ = ‖b(x)ψ‖² ≥ 0.

For the upper bound, expand the product in the other order as well and add:

b(x) b(x)^H + b(x)^H b(x) = Σ_p Σ_q conj(x_p) x_q (a_p a_q^H + a_q^H a_p) = Σ_p |x_p|² 1 = ⟨x, x⟩ 1.

Since ψ has norm one, the expectation value of this identity is

‖b(x)^H ψ‖² + ‖b(x)ψ‖² = ⟨x, x⟩,

and subtracting the particle term gives

⟨x, (1 − γ)x⟩ = ‖b(x)^H ψ‖² ≥ 0.

For a normalised x, the two squared norms are the particle and hole occupations of the orbital, and they add up to one.

The same formulas identify the orbitals at the ends of the bound. Let M be positive semidefinite with ⟨x, Mx⟩ = 0, and put y = Mx. For every real t,

0 ≤ ⟨x − ty, M(x − ty)⟩ = −2t ‖Mx‖² + t² ⟨y, My⟩.

For small positive t the linear term would make this negative unless Mx = 0. Conversely, Mx = 0 makes ⟨x, Mx⟩ vanish. Taking M = γ and then M = 1 − γ, we find

γx = 0 exactly when b(x)ψ = 0,

γx = x exactly when b(x)^H ψ = 0.

An empty orbital has no electron to remove, and a full one accepts no further electron.

## Modes, states and the density matrix in Lean

The type `ι` labels the orbitals and `n` labels the basis vectors of the many-particle state space. Both are finite. The opened scope `ComplexOrder` gives `0 ≤ z` for a complex number z the meaning that z is real and nonnegative.

```lean
import Mathlib

open Matrix
open scoped ComplexOrder

namespace PauliBound

noncomputable section

variable {ι n : Type*} [Fintype ι] [DecidableEq ι] [Fintype n] [DecidableEq n]
```

The canonical relation between annihilators and creators becomes a predicate on the family `a`. For electrons in orthonormal orbitals it is one of the relations that express Fermi statistics. For p = q it says that the particle and hole number operators of a mode add up to the identity.

```lean
/-- The anticommutation relation between annihilators and creators:
`a_p a_q^H + a_q^H a_p = δ_pq`. -/
def Anticommute (a : ι → Matrix n n ℂ) : Prop :=
  ∀ p q, a p * (a q)ᴴ + (a q)ᴴ * a p = if p = q then 1 else 0
```

The companion relation a_p a_q + a_q a_p = 0 holds for fermions but is not assumed, so the theorems apply to somewhat more than fermion modes. The 1 × 1 matrix 1/√2, for instance, satisfies `Anticommute` although its square is not zero.

In the next definition, `star ψ ⬝ᵥ A *ᵥ ψ` is ⟨ψ, Aψ⟩: `*ᵥ` applies a matrix to a vector, and `⬝ᵥ` sums products of components without conjugating, which is why `star` appears. Defining the expectation value as a linear map in A allows it to be taken through sums and scalar factors later.

```lean
/-- The expectation value `⟨ψ, A ψ⟩`, as a linear functional of the operator `A`. -/
def expect (ψ : n → ℂ) : Matrix n n ℂ →ₗ[ℂ] ℂ where
  toFun A := star ψ ⬝ᵥ A *ᵥ ψ
  map_add' A B := by rw [Matrix.add_mulVec, dotProduct_add]
  map_smul' c A := by simp [Matrix.smul_mulVec, dotProduct_smul]
```

The index order of `density` is the one used above: the row index p belongs to the annihilator and the column index q to the creator. Some texts use the transpose.

```lean
/-- The one-particle density matrix `γ_pq = ⟨ψ, a_q^H a_p ψ⟩`. -/
def density (a : ι → Matrix n n ℂ) (ψ : n → ℂ) : Matrix ι ι ℂ :=
  Matrix.of fun p q => expect ψ ((a q)ᴴ * a p)
```

With this order, conjugating the coefficients of the annihilator makes ⟨x, γx⟩ equal to ‖b(x)ψ‖². The vector `x` is arbitrary and need not be normalised.

```lean
/-- The annihilator `b(x) = ∑ conj(x_p) a_p` of the orbital with coefficients `x`. -/
def annihilator (a : ι → Matrix n n ℂ) (x : ι → ℂ) : Matrix n n ℂ :=
  ∑ p, star (x p) • a p
```

## The two operator identities

The first lemma expands b(x)^H b(x). The auxiliary statement `hb` writes out the creator, `Finset.sum_mul_sum` multiplies the sums, and `Finset.sum_comm` exchanges their order so that p is the outer index. No anticommutation relation is needed.

```lean
omit [DecidableEq ι] [DecidableEq n] in
/-- The product `b(x)^H b(x)`, expanded in the original modes:
`b(x)^H b(x) = ∑ conj(x_p) x_q a_q^H a_p`. -/
theorem number_operator (a : ι → Matrix n n ℂ) (x : ι → ℂ) :
    (annihilator a x)ᴴ * annihilator a x
      = ∑ p, ∑ q, (star (x p) * x q) • ((a q)ᴴ * a p) := by
  have hb : (annihilator a x)ᴴ = ∑ q, x q • (a q)ᴴ := by
    simp [annihilator, Matrix.conjTranspose_sum, Matrix.conjTranspose_smul]
  rw [hb, annihilator, Finset.sum_mul_sum]
  refine Finset.sum_comm.trans ?_
  refine Finset.sum_congr rfl fun p _ => Finset.sum_congr rfl fun q _ => ?_
  rw [smul_mul_smul_comm, mul_comm (x q)]
```

The orbital anticommutator adds the product in the opposite order, expanded in `h1`. After the two double sums are merged, the hypothesis `h` replaces each bracket by the identity or by zero, and `Finset.sum_ite_eq` keeps only the terms with q = p. What remains is Σ_p |x_p|² times the identity.

```lean
/-- If the modes obey the anticommutation relation, then the annihilator of any orbital
satisfies `b(x) b(x)^H + b(x)^H b(x) = ⟨x, x⟩ 1`. -/
theorem orbital_anticommutator {a : ι → Matrix n n ℂ} (h : Anticommute a) (x : ι → ℂ) :
    annihilator a x * (annihilator a x)ᴴ + (annihilator a x)ᴴ * annihilator a x
      = (star x ⬝ᵥ x) • (1 : Matrix n n ℂ) := by
  have hb : (annihilator a x)ᴴ = ∑ q, x q • (a q)ᴴ := by
    simp [annihilator, Matrix.conjTranspose_sum, Matrix.conjTranspose_smul]
  have h1 : annihilator a x * (annihilator a x)ᴴ
      = ∑ p, ∑ q, (star (x p) * x q) • (a p * (a q)ᴴ) := by
    rw [hb, annihilator, Finset.sum_mul_sum]
    simp only [smul_mul_smul_comm]
  unfold Anticommute at h
  -- only the diagonal terms of the double sum survive
  rw [h1, number_operator]
  simp only [← Finset.sum_add_distrib, ← smul_add, h]
  simp only [smul_ite, smul_zero, Finset.sum_ite_eq, Finset.mem_univ, if_true,
    dotProduct, Finset.sum_smul, Pi.star_apply]
```

## From operators to quadratic forms

The next lemma is the identity ⟨ψ, B^H Bψ⟩ = ⟨Bψ, Bψ⟩, which holds for every matrix B and every vector ψ.

```lean
omit [DecidableEq n] in
/-- The expectation value of `B^H B` is the squared norm of `B ψ`. -/
theorem expect_sq (ψ : n → ℂ) (B : Matrix n n ℂ) :
    expect ψ (Bᴴ * B) = star (B *ᵥ ψ) ⬝ᵥ (B *ᵥ ψ) := by
  change star ψ ⬝ᵥ (Bᴴ * B) *ᵥ ψ = _
  rw [Matrix.star_mulVec, ← Matrix.mulVec_mulVec, Matrix.dotProduct_mulVec]
```

The particle form combines this with the expansion of the number operator. The proof first turns the squared norm back into an expectation value, then uses linearity (`map_sum`, `map_smul`) to bring it inside the double sum, and compares both sides term by term. The statement requires neither the anticommutation relation nor a normalised state.

```lean
omit [DecidableEq ι] [DecidableEq n] in
/-- The quadratic form of the density matrix is a squared norm: `⟨x, γ x⟩ = ‖b(x) ψ‖²`. -/
theorem particle_form (a : ι → Matrix n n ℂ) (ψ : n → ℂ) (x : ι → ℂ) :
    star x ⬝ᵥ density a ψ *ᵥ x
      = star (annihilator a x *ᵥ ψ) ⬝ᵥ (annihilator a x *ᵥ ψ) := by
  rw [← expect_sq, number_operator]
  simp only [map_sum, map_smul, smul_eq_mul, dotProduct, Matrix.mulVec, Finset.mul_sum]
  refine Finset.sum_congr rfl fun p _ => Finset.sum_congr rfl fun q _ => ?_
  simp only [density, Matrix.of_apply, Pi.star_apply]
  ring
```

Both hypotheses enter in the hole form. The condition `star ψ ⬝ᵥ ψ = 1` says that ψ is a unit vector, and `h1` turns it into the expectation value of the identity. The line defining `key` takes the expectation value of the orbital anticommutator on both sides. The remaining rewrites express the goal through the same expectation values, and `linear_combination` performs the subtraction.

```lean
/-- For modes obeying the anticommutation relation and a unit vector `ψ`, the quadratic form of
`1 - γ` is a squared norm: `⟨x, (1 - γ) x⟩ = ‖b(x)^H ψ‖²`. -/
theorem hole_form {a : ι → Matrix n n ℂ} (h : Anticommute a) {ψ : n → ℂ}
    (hψ : star ψ ⬝ᵥ ψ = 1) (x : ι → ℂ) :
    star x ⬝ᵥ (1 - density a ψ) *ᵥ x
      = star ((annihilator a x)ᴴ *ᵥ ψ) ⬝ᵥ ((annihilator a x)ᴴ *ᵥ ψ) := by
  have h1 : expect ψ 1 = 1 := by
    change star ψ ⬝ᵥ (1 : Matrix n n ℂ) *ᵥ ψ = 1
    rw [Matrix.one_mulVec, hψ]
  -- take the expectation value of the orbital anticommutator
  have key := congrArg (expect ψ) (orbital_anticommutator h x)
  rw [map_add, map_smul, h1, smul_eq_mul, mul_one] at key
  rw [Matrix.sub_mulVec, Matrix.one_mulVec, dotProduct_sub, particle_form,
    ← expect_sq, ← expect_sq, Matrix.conjTranspose_conjTranspose]
  linear_combination -key
```

The bound on 1 − γ can fail for a vector of norm greater than one: a singly occupied fermion mode with its state vector doubled gives γ = 4.

## Hermiticity and the bound

The statement `hstar` says that conjugating an expectation value replaces the operator by its adjoint. Applied to a_p^H a_q, it gives the Hermiticity of γ entry by entry, for any matrices and any vector.

```lean
omit [Fintype ι] [DecidableEq ι] [DecidableEq n] in
/-- The one-particle density matrix is Hermitian. -/
theorem density_isHermitian (a : ι → Matrix n n ℂ) (ψ : n → ℂ) :
    (density a ψ).IsHermitian := by
  have hstar : ∀ A : Matrix n n ℂ, star (expect ψ A) = expect ψ Aᴴ := by
    intro A
    change star (star ψ ⬝ᵥ A *ᵥ ψ) = star ψ ⬝ᵥ Aᴴ *ᵥ ψ
    rw [← Matrix.star_dotProduct, Matrix.star_mulVec, ← Matrix.dotProduct_mulVec]
  ext p q
  simp only [density, Matrix.conjTranspose_apply, Matrix.of_apply]
  rw [hstar, Matrix.conjTranspose_mul, Matrix.conjTranspose_conjTranspose]
```

The main theorem reads: if the matrices satisfy `Anticommute` and ψ is a unit vector, then γ is Hermitian, γ is positive semidefinite, and so is 1 − γ. A matrix is shown to be `PosSemidef` here by supplying its Hermiticity and the nonnegativity of its quadratic form for every `x`. The particle and hole forms turn the two quadratic forms into squared norms, and `dotProduct_star_self_nonneg` finishes each case.

```lean
/-- **Pauli bound.** For modes obeying the anticommutation relation and any unit vector `ψ`,
the one-particle density matrix `γ` is Hermitian, and `γ` and `1 - γ` are positive
semidefinite. -/
theorem pauli_bound {a : ι → Matrix n n ℂ} (h : Anticommute a) {ψ : n → ℂ}
    (hψ : star ψ ⬝ᵥ ψ = 1) :
    (density a ψ).IsHermitian ∧ (density a ψ).PosSemidef ∧ (1 - density a ψ).PosSemidef := by
  have hH := density_isHermitian a ψ
  refine ⟨hH, .of_dotProduct_mulVec_nonneg hH fun x => ?_,
    .of_dotProduct_mulVec_nonneg (Matrix.isHermitian_one.sub hH) fun x => ?_⟩
  · rw [particle_form]
    exact dotProduct_star_self_nonneg _
  · rw [hole_form h hψ]
    exact dotProduct_star_self_nonneg _
```

The theorem concerns state vectors on a finite-dimensional space, not density operators or infinitely many modes. It gives a necessary condition on γ and leaves open which matrices within the bounds arise from a state vector.

## Empty and full orbitals

The equality cases use the library fact `dotProduct_mulVec_zero_iff`: for a positive semidefinite matrix M, ⟨x, Mx⟩ = 0 is equivalent to Mx = 0. This is the step obtained above by varying t. Rewriting the quadratic form as a squared norm and using that only the zero vector has norm zero gives both equivalences. In the second one, (1 − γ)x = 0 is first rearranged to x = γx.

```lean
/-- The two ends of the Pauli bound, for modes obeying the anticommutation relation and a
unit vector `ψ`: `γ x = 0` exactly when `b(x) ψ = 0`, and `γ x = x` exactly when
`b(x)^H ψ = 0`. -/
theorem empty_and_full_orbitals {a : ι → Matrix n n ℂ} (h : Anticommute a) {ψ : n → ℂ}
    (hψ : star ψ ⬝ᵥ ψ = 1) (x : ι → ℂ) :
    (density a ψ *ᵥ x = 0 ↔ annihilator a x *ᵥ ψ = 0) ∧
    (density a ψ *ᵥ x = x ↔ (annihilator a x)ᴴ *ᵥ ψ = 0) := by
  obtain ⟨-, hp, hh⟩ := pauli_bound h hψ
  constructor
  · rw [← hp.dotProduct_mulVec_zero_iff x, particle_form]
    exact dotProduct_star_self_eq_zero
  · have e := hh.dotProduct_mulVec_zero_iff x
    rw [hole_form h hψ, Matrix.sub_mulVec, Matrix.one_mulVec, sub_eq_zero] at e
    exact eq_comm.trans (e.symm.trans dotProduct_star_self_eq_zero)
```

## A pair state with fractional occupations

A two-mode example shows the hypotheses satisfied by a state without definite particle number. The modes are numbered 0 and 1, and the basis is |00⟩, |01⟩, |10⟩, |11⟩, with the occupation of mode 0 written first. The entry −1 is the fermionic sign that mode 1 acquires when mode 0 is occupied:

a_1|11⟩ = −|10⟩.

```lean
/-- Annihilators of two fermionic modes in the basis `|00⟩, |01⟩, |10⟩, |11⟩`. -/
def twoModes : Fin 2 → Matrix (Fin 4) (Fin 4) ℂ :=
  ![!![0, 0, 1, 0; 0, 0, 0, 1; 0, 0, 0, 0; 0, 0, 0, 0],
    !![0, 1, 0, 0; 0, 0, 0, 0; 0, 0, 0, -1; 0, 0, 0, 0]]
```

The state superposes the vacuum and the doubly occupied state.

```lean
/-- The state `(3/5)|00⟩ + (4/5)|11⟩` of two modes. -/
def pairState : Fin 4 → ℂ := ![3 / 5, 0, 0, 4 / 5]
```

Its norm squared is 9/25 + 16/25 = 1. Removing an electron gives

a_0ψ = (4/5)|01⟩, a_1ψ = −(4/5)|10⟩.

These vectors are orthogonal and each has squared norm 16/25. Since γ_pq = ⟨a_qψ, a_pψ⟩, the density matrix is γ = (16/25) 1, and every normalised orbital in this two-mode space has the occupation 16/25, strictly between the two ends of the bound.

The Lean proof verifies the anticommutation relation by running through all mode pairs and matrix entries with `fin_cases`. The norm and the entries of γ are then computed directly; `h3`, `h4` and `h5` record that the numbers in the amplitudes are unchanged by complex conjugation.

```lean
/-- The two modes obey the anticommutation relation, the pair state is a unit vector, and
its one-particle density matrix is `16/25` times the identity. -/
theorem pauli_bound_witness :
    Anticommute twoModes ∧ star pairState ⬝ᵥ pairState = 1 ∧
      density twoModes pairState = (16 / 25 : ℂ) • (1 : Matrix (Fin 2) (Fin 2) ℂ) := by
  -- the amplitudes are real
  have h3 : (starRingEnd ℂ) 3 = 3 := Complex.conj_eq_iff_im.mpr (by simp)
  have h4 : (starRingEnd ℂ) 4 = 4 := Complex.conj_eq_iff_im.mpr (by simp)
  have h5 : (starRingEnd ℂ) 5 = 5 := Complex.conj_eq_iff_im.mpr (by simp)
  refine ⟨?_, ?_, ?_⟩
  · intro p q
    ext i j
    simp only [Matrix.add_apply, Matrix.mul_apply, Matrix.conjTranspose_apply,
      Fin.sum_univ_four]
    fin_cases p <;> fin_cases q <;> fin_cases i <;> fin_cases j <;> simp [twoModes]
  · simp [pairState, dotProduct, Fin.sum_univ_four, h3, h4, h5]
    norm_num
  · ext p q
    fin_cases p <;> fin_cases q <;>
      simp [density, expect, twoModes, pairState, Matrix.mul_apply, Matrix.mulVec,
        dotProduct, Fin.sum_univ_four, h4, h5] <;> norm_num

end

end PauliBound
```

```lean
#print axioms PauliBound.pauli_bound
-- 'PauliBound.pauli_bound' depends on axioms: [propext, Classical.choice, Quot.sound]
#print axioms PauliBound.empty_and_full_orbitals
-- 'PauliBound.empty_and_full_orbitals' depends on axioms: [propext, Classical.choice, Quot.sound]
```
